# Ground-state energy and static polarisability $2m^2/D$ of a two-level atom in a uniform field

**Q:** An atom with no permanent dipole sits between capacitor plates. The field $F$ mixes its ground state with one excited state, a gap $D>0$ higher, through the transition dipole $m$ along the field. The energy drops by $\tfrac12\alpha F^2$ at weak field, and $\alpha$ is the polarisability. What ties a formal file to that atom?

**A:** The matrix. In the basis of the two zero-field states, with the ground state at energy zero, the coupling is $-mF$ and the diagonal stays $0, D$.

In Lean 4 with Mathlib:

```lean
import Mathlib

open Filter Topology Matrix

namespace TwoLevelStark

noncomputable section

/-- Hamiltonian of a two-level atom with level spacing `D` and transition dipole `m`
in a static field `F`. -/
def hamiltonian (m D F : ℝ) : Matrix (Fin 2) (Fin 2) ℝ :=
  !![0, -(m * F); -(m * F), D]
```

**Q:** And the energy is simply declared?

**A:** The formula is a definition; that it is the ground energy is proved. Setting the determinant of $H-E$ to zero gives $-E(D-E)-m^2F^2=0$, that is, $E^2-DE=m^2F^2$. The roots are $D/2\pm R$ with $R=\sqrt{D^2/4+m^2F^2}$, and `groundEnergy` is the lower one.

```lean
/-- The energy `D/2 - √(D²/4 + m²F²)` as a function of the field `F`. -/
def groundEnergy (m D F : ℝ) : ℝ :=
  D / 2 - Real.sqrt (D ^ 2 / 4 + m ^ 2 * F ^ 2)
```

Squaring $R$ confirms the secular equation, and $R\ge D/2$ gives $E\le 0$.

```lean
/-- The energy `groundEnergy` solves the secular equation `E² - D E = m²F²`. -/
theorem secular_equation (m D F : ℝ) :
    groundEnergy m D F ^ 2 - D * groundEnergy m D F = m ^ 2 * F ^ 2 := by
  have h := Real.sq_sqrt (show 0 ≤ D ^ 2 / 4 + m ^ 2 * F ^ 2 by positivity)
  unfold groundEnergy
  linear_combination h

/-- The energy `groundEnergy` is never positive. -/
theorem groundEnergy_nonpos (m D F : ℝ) : groundEnergy m D F ≤ 0 := by
  have h : |D / 2| ≤ Real.sqrt (D ^ 2 / 4 + m ^ 2 * F ^ 2) :=
    Real.abs_le_sqrt (by nlinarith [sq_nonneg (m * F)])
  have h' := le_abs_self (D / 2)
  unfold groundEnergy
  linarith
```

**Q:** A root of a polynomial is not yet a lowest eigenvalue.

**A:** Hence `IsLeast`, over all real $E$ for which some nonzero real vector satisfies $Hv=Ev$. Real vectors suffice, since the matrix is real and symmetric.

For membership, take $v=(D-E,\,mF)$. Its first entry is at least $D$, so it is nonzero; dividing by $\sqrt{(D-E)^2+m^2F^2}$ normalises it. The first row of $Hv=Ev$ is the secular equation and the second is an identity.

For minimality, let $\mu$ be any eigenvalue. Combining the two rows gives $(\mu^2-D\mu-m^2F^2)\,v_i=0$ for $i=0,1$. Some $v_i$ is nonzero, so the bracket vanishes. Then $(\mu-D/2)^2=R^2$, and $\mu\ge D/2-R=E$.

```lean
/-- `groundEnergy` is the lowest eigenvalue of the two-level Hamiltonian in the field. -/
theorem groundEnergy_isLeast {D : ℝ} (hD : 0 < D) (m F : ℝ) :
    IsLeast {E : ℝ | ∃ v : Fin 2 → ℝ, v ≠ 0 ∧ hamiltonian m D F *ᵥ v = E • v}
      (groundEnergy m D F) := by
  constructor
  · -- the explicit eigenvector (D - E, mF)
    refine ⟨![D - groundEnergy m D F, m * F], ?_, ?_⟩
    · intro h
      have h0 : D - groundEnergy m D F = 0 := congrFun h 0
      linarith [groundEnergy_nonpos m D F]
    · have hs := secular_equation m D F
      ext i
      fin_cases i
      · simp [hamiltonian, Matrix.mulVec, dotProduct, Fin.sum_univ_two]
        linear_combination hs
      · simp [hamiltonian, Matrix.mulVec, dotProduct, Fin.sum_univ_two]
        ring
  · rintro μ ⟨v, hv0, hv⟩
    have e0 : -(m * F) * v 1 = μ * v 0 := by
      simpa [hamiltonian, Matrix.mulVec, dotProduct, Fin.sum_univ_two] using congrFun hv 0
    have e1 : -(m * F) * v 0 + D * v 1 = μ * v 1 := by
      simpa [hamiltonian, Matrix.mulVec, dotProduct, Fin.sum_univ_two] using congrFun hv 1
    -- every eigenvalue solves the secular equation
    have hp : μ ^ 2 - D * μ - m ^ 2 * F ^ 2 = 0 := by
      by_contra hp
      have h0 : (μ ^ 2 - D * μ - m ^ 2 * F ^ 2) * v 0 = 0 := by
        linear_combination (-(μ - D)) * e0 + (m * F) * e1
      have h1 : (μ ^ 2 - D * μ - m ^ 2 * F ^ 2) * v 1 = 0 := by
        linear_combination (-μ) * e1 + (m * F) * e0
      apply hv0
      funext i
      fin_cases i
      · exact (mul_eq_zero.mp h0).resolve_left hp
      · exact (mul_eq_zero.mp h1).resolve_left hp
    have ha : |μ - D / 2| ≤ Real.sqrt (D ^ 2 / 4 + m ^ 2 * F ^ 2) :=
      Real.abs_le_sqrt (by nlinarith [hp])
    have hb := (abs_le.mp ha).1
    unfold groundEnergy
    linarith
```

**Q:** How far can I trust the quadratic shift at finite field?

**A:** Divide the secular equation by $D$ and rearrange:
$$E=-\frac{m^2F^2}{D}+\frac{E^2}{D}.$$

```lean
/-- The ground energy equals the quadratic Stark shift `-m²F²/D` plus the remainder `E²/D`. -/
theorem stark_remainder {D : ℝ} (hD : 0 < D) (m F : ℝ) :
    groundEnergy m D F = -(m ^ 2 * F ^ 2) / D + groundEnergy m D F ^ 2 / D := by
  have hs := secular_equation m D F
  rw [← add_div, eq_div_iff hD.ne']
  linear_combination -hs
```

The remainder is nonnegative, so $-m^2F^2/D\le E\le 0$. Therefore $E^2\le m^4F^4/D^2$, and putting this back into the remainder gives
$$-\frac{m^2F^2}{D}\le E\le-\frac{m^2F^2}{D}+\frac{m^4F^4}{D^3}.$$
In the proof, `hlow` is the first bound and `hsq` the squared one.

```lean
/-- At every field strength the ground energy lies between the quadratic Stark shift
and that shift plus `m⁴F⁴/D³`. -/
theorem stark_bounds {D : ℝ} (hD : 0 < D) (m F : ℝ) :
    -(m ^ 2 * F ^ 2) / D ≤ groundEnergy m D F ∧
      groundEnergy m D F ≤ -(m ^ 2 * F ^ 2) / D + m ^ 4 * F ^ 4 / D ^ 3 := by
  have hr := stark_remainder hD m F
  have hn := groundEnergy_nonpos m D F
  have hq : 0 ≤ groundEnergy m D F ^ 2 / D := by positivity
  have hlow : -(m ^ 2 * F ^ 2) / D ≤ groundEnergy m D F := by linarith
  refine ⟨hlow, ?_⟩
  -- the lower bound controls the size of the remainder
  have hsq : groundEnergy m D F ^ 2 ≤ (-(m ^ 2 * F ^ 2) / D) ^ 2 := by
    nlinarith [mul_nonneg (sub_nonneg.2 hlow)
      (show 0 ≤ -(-(m ^ 2 * F ^ 2) / D + groundEnergy m D F) by linarith)]
  have hdiv : groundEnergy m D F ^ 2 / D ≤ (-(m ^ 2 * F ^ 2) / D) ^ 2 / D := by
    gcongr
  have he : (-(m ^ 2 * F ^ 2) / D) ^ 2 / D = m ^ 4 * F ^ 4 / D ^ 3 := by ring
  linarith
```

For this two-level model, a finite-field estimate $-2E/F^2$ of the polarisability is thus too small by at most $2m^4F^2/D^3$.

**Q:** Is the polarisability a real second derivative, or a coefficient read off a series?

**A:** A derivative. The chain rule gives $E'(F)=-m^2F/R$ at every field, so the induced dipole is $-E'=m^2F/R$.

```lean
/-- The slope of the ground energy at any field `F` is `-m²F/√(D²/4 + m²F²)`. -/
theorem hasDerivAt_groundEnergy {D : ℝ} (hD : 0 < D) (m F : ℝ) :
    HasDerivAt (groundEnergy m D)
      (-(m ^ 2 * F) / Real.sqrt (D ^ 2 / 4 + m ^ 2 * F ^ 2)) F := by
  have hpos : 0 < D ^ 2 / 4 + m ^ 2 * F ^ 2 := by positivity
  have hin : HasDerivAt (fun x : ℝ => D ^ 2 / 4 + m ^ 2 * x ^ 2) (m ^ 2 * (2 * F)) F :=
    (((hasDerivAt_pow 2 F).const_mul (m ^ 2)).const_add (D ^ 2 / 4)).congr_deriv
      (by norm_num)
  have hs : HasDerivAt (groundEnergy m D)
      (-(m ^ 2 * (2 * F) / (2 * Real.sqrt (D ^ 2 / 4 + m ^ 2 * F ^ 2)))) F :=
    (hin.sqrt hpos.ne').const_sub (D / 2)
  exact hs.congr_deriv (by ring)

/-- Without a field the ground energy is zero. -/
theorem groundEnergy_zero {D : ℝ} (hD : 0 < D) (m : ℝ) : groundEnergy m D 0 = 0 := by
  unfold groundEnergy
  rw [show D ^ 2 / 4 + m ^ 2 * (0 : ℝ) ^ 2 = (D / 2) ^ 2 by ring,
    Real.sqrt_sq (by positivity)]
  ring
```

Differentiating once more,
$$-E''(0)=\left.\frac{m^2R-m^2F\,R'}{R^2}\right|_{F=0}=\frac{m^2}{R(0)}=\frac{2m^2}{D}.$$
The theorem states this with `HasDerivAt` applied to `-deriv (groundEnergy m D) F`. Its proof writes $R$ as $D/2-E$ and uses the quotient rule.

```lean
/-- The static polarisability, the zero-field derivative of the induced dipole `-dE/dF`,
is `2m²/D`. -/
theorem static_polarisability {D : ℝ} (hD : 0 < D) (m : ℝ) :
    HasDerivAt (fun F => -deriv (groundEnergy m D) F) (2 * m ^ 2 / D) 0 := by
  have hE0 := groundEnergy_zero hD m
  -- the square root in the dipole is D/2 - E
  have heq : (fun F => -deriv (groundEnergy m D) F) =
      fun F => m ^ 2 * F / (D / 2 - groundEnergy m D F) := by
    funext x
    rw [(hasDerivAt_groundEnergy hD m x).deriv]
    unfold groundEnergy
    rw [sub_sub_cancel]
    ring
  rw [heq]
  have hne : D / 2 - groundEnergy m D 0 ≠ 0 := by
    rw [hE0, sub_zero]
    positivity
  have h := ((hasDerivAt_id' (0 : ℝ)).const_mul (m ^ 2)).fun_div
    ((hasDerivAt_groundEnergy hD m 0).const_sub (D / 2)) hne
  refine h.congr_deriv ?_
  simp only [hE0, mul_zero, zero_mul, sub_zero, mul_one]
  rw [div_eq_div_iff (by positivity) hD.ne']
  ring
```

**Q:** Could the quartic term in the upper bound be smaller?

**A:** Not its coefficient. From $E(E-D)=m^2F^2$ we get $E=-m^2F^2/(D-E)$, so for $F\neq0$
$$\frac{E+m^2F^2/D}{F^4}=\frac{E^2}{DF^4}=\frac{m^4}{D(D-E)^2}\to\frac{m^4}{D^3}\quad(F\to0),$$
because $E$ is continuous and vanishes at zero field. The punctured neighbourhood `𝓝[≠] 0` excludes $F=0$ itself.

```lean
/-- As the field vanishes, the deviation from the quadratic Stark shift divided by `F⁴`
tends to `m⁴/D³`. -/
theorem quartic_coefficient {D : ℝ} (hD : 0 < D) (m : ℝ) :
    Tendsto (fun F => (groundEnergy m D F + m ^ 2 * F ^ 2 / D) / F ^ 4)
      (𝓝[≠] 0) (𝓝 (m ^ 4 / D ^ 3)) := by
  have hE0 := groundEnergy_zero hD m
  have hE := (hasDerivAt_groundEnergy hD m 0).continuousAt
  have hc : ContinuousAt (fun F => m ^ 4 / (D * (D - groundEnergy m D F) ^ 2)) 0 :=
    ContinuousAt.div continuousAt_const
      (continuousAt_const.mul ((continuousAt_const.sub hE).pow 2)) (by simp [hE0, hD.ne'])
  have hv : m ^ 4 / (D * (D - groundEnergy m D 0) ^ 2) = m ^ 4 / D ^ 3 := by
    rw [hE0]
    ring
  have hl : Tendsto (fun F => m ^ 4 / (D * (D - groundEnergy m D F) ^ 2))
      (𝓝 0) (𝓝 (m ^ 4 / D ^ 3)) := by
    rw [← hv]
    exact hc
  refine (hl.mono_left nhdsWithin_le_nhds).congr' ?_
  filter_upwards [self_mem_nhdsWithin] with F hF
  have hF0 : F ≠ 0 := hF
  have hs := secular_equation m D F
  have hDE : 0 < D - groundEnergy m D F := by linarith [groundEnergy_nonpos m D F]
  have h1 : groundEnergy m D F + m ^ 2 * F ^ 2 / D = groundEnergy m D F ^ 2 / D := by
    linear_combination stark_remainder hD m F
  rw [h1, div_div, div_eq_div_iff (mul_pos hD (pow_pos hDE 2)).ne'
    (mul_ne_zero hD.ne' (pow_ne_zero 4 hF0))]
  linear_combination
    (-D * (groundEnergy m D F ^ 2 - D * groundEnergy m D F + m ^ 2 * F ^ 2)) * hs
```

**Q:** And at strong field?

**A:** For $m\neq0$ the dipole saturates. Since $D>0$, $|mF|<R$, so $|m^2F|/R<|m|$ at every field; this bound is the theorem below. As $|F|\to\infty$, $R/|F|\to|m|$, so the magnitude of the dipole tends to $|m|$, a limit not formalised here.

```lean
/-- For a nonzero transition dipole `m`, the induced dipole is smaller in magnitude than `m`
at every field strength. -/
theorem induced_dipole_lt {D m : ℝ} (hD : 0 < D) (hm : m ≠ 0) (F : ℝ) :
    |-deriv (groundEnergy m D) F| < |m| := by
  have hpos : 0 < D ^ 2 / 4 + m ^ 2 * F ^ 2 := by positivity
  have hs := Real.sqrt_pos.2 hpos
  have h : |m * F| < Real.sqrt (D ^ 2 / 4 + m ^ 2 * F ^ 2) := by
    apply abs_lt_of_sq_lt_sq _ hs.le
    rw [Real.sq_sqrt hpos.le]
    nlinarith [pow_pos hD 2]
  have hfac : |m ^ 2 * F| = |m| * |m * F| := by
    rw [← abs_mul]
    congr 1
    ring
  rw [abs_neg, (hasDerivAt_groundEnergy hD m F).deriv, abs_div, abs_neg, abs_of_pos hs,
    div_lt_iff₀ hs, hfac]
  exact mul_lt_mul_of_pos_left h (abs_pos.2 hm)

end

end TwoLevelStark
```

```lean
#print axioms TwoLevelStark.groundEnergy_isLeast
-- 'TwoLevelStark.groundEnergy_isLeast' depends on axioms: [propext, Classical.choice, Quot.sound]
#print axioms TwoLevelStark.static_polarisability
-- 'TwoLevelStark.static_polarisability' depends on axioms: [propext, Classical.choice, Quot.sound]
#print axioms TwoLevelStark.quartic_coefficient
-- 'TwoLevelStark.quartic_coefficient' depends on axioms: [propext, Classical.choice, Quot.sound]
#print axioms TwoLevelStark.induced_dipole_lt
-- 'TwoLevelStark.induced_dipole_lt' depends on axioms: [propext, Classical.choice, Quot.sound]
```

**Q:** Give me numbers.

**A:** Take $D=2$, $m=1$, $F=3/4$ in consistent units. Then $R=\sqrt{1+9/16}=5/4$ and $E=-0.25$. The bounds are $-9/32\approx-0.2813$ and $-9/32+81/2048\approx-0.2417$. The dipole is $0.6$, where linear response with $\alpha=1$ would give $0.75$.

**Q:** What about the excited state?

**A:** The trace settles it by hand: the upper energy is $D-E$, so its polarisability is $-2m^2/D$, and its bounds follow by reflecting those above.

**Q:** So what is still missing from my atom?

**A:** All its other levels and the continuum, hence ionisation. The field is static, $m$ and $D$ are given numbers, and a permanent dipole in either state would add diagonal terms that this matrix lacks.
